# Equal nonzero charge errors on a unit-spaced chain give a Coulomb energy per site that grows as $d^2\ln N$

In my model of local density fitting, every site of a unit-spaced chain keeps the same small net charge error $d\neq 0$, and the spurious Coulomb energy per site seems to grow like $d^2\ln N$ with the number of sites $N$. I expected a local error to cost a fixed amount per site. Does the growth level off for long chains, and does it come from the size of the errors or from their common sign?

## Growth without limit, caused by the common sign

It doesn't level off: the energy per site divided by $\ln N$ tends to $d^2$, so for $d\neq0$ the energy per site tends to infinity. The common sign matters, since errors of the same size but alternating sign cost at most $d^2$ per site in magnitude.

Number the sites $0,\dots,N-1$ and let site $i$ carry charge $q_i$. In atomic units, with each pair counted once,

$$E_N=\sum_{j=0}^{N-1}\sum_{i=0}^{j-1}\frac{q_iq_j}{j-i}.$$

Set $q_i=d$ and sum over the left neighbours of site $j$ by distance $k+1=j-i$. This gives

$$\sum_{k=0}^{j-1}\frac{d^2}{k+1}=d^2H_j,$$

where $H_j$ is the harmonic number and $H_0=0$. Then $E_N=d^2N(H_N-1)$ by induction. Both sides vanish at $N=0$, and adding site $N$ adds $d^2H_N$:

$$N(H_N-1)+H_N=(N+1)H_N-N=(N+1)(H_{N+1}-1),$$

because $H_N=H_{N+1}-1/(N+1)$.

For $N\ge1$ the energy per site is therefore $e_N=d^2(H_N-1)$. A single site gives zero, and two sites give $d^2/2$ each. Since $H_N-\ln N$ tends to Euler's constant $\gamma$,

$$e_N-d^2\ln N\to d^2(\gamma-1).$$

Dividing by $\ln N$ removes this bounded remainder and leaves $e_N/\ln N\to d^2$. If $d\ne0$, adding $d^2\ln N$ back shows that $e_N\to\infty$. If $d=0$, every energy is zero and nothing diverges.

For errors $d,-d,d,\dots$, site $j$ interacts with its left neighbours with energy $d^2A_j$, where

$$A_n=\sum_{k=0}^{n-1}\frac{(-1)^{k+1}}{k+1}.$$

Here $A_0=0$ and $A_1=-1$, and each later sum lies between the two before it because the terms shrink and alternate. Hence $-1\le A_n\le0$ and $|E_N|\le Nd^2$. Equal magnitudes alone don't produce the divergence.

## The charges and limits in Lean

The function `q : ℕ → ℝ` holds the site charges, `chainEnergy q N` is $E_N$, and `energyPerSite q N` is $E_N/N$. Equal errors are the constant function `fun _ => d`. The main theorem, `energyPerSite_div_log_tendsto`, holds for every real `d`; only `energyPerSite_diverges` needs `hd : d ≠ 0`. In both, `atTop` on the side of `N` means that the chain length goes to infinity.

The common value $d$ is assumed, not derived from a fit. It stands for equivalent sites whose fitted densities all miss the exact charge by the same amount, with end effects ignored. The model keeps only the interaction between errors on different sites of a finite open chain, and treats them as point charges. With $\rho$ the exact and $\tilde\rho$ the fitted density, the robust Coulomb energy $(\rho|\tilde\rho)-\tfrac12(\tilde\rho|\tilde\rho)$ differs from the exact one by minus the self-interaction of the density error, so there $E_N$ enters with a minus sign. The plain fitted energy $\tfrac12(\tilde\rho|\tilde\rho)$ also has an error linear in $\tilde\rho-\rho$, which the model leaves out.

```lean
import Mathlib

open Filter Topology

namespace LocalFittingChain

noncomputable section

/-- Coulomb energy, in atomic units, of point charges `q i` at the sites
`0, 1, ..., N - 1` of a unit-spaced chain, each pair counted once. -/
def chainEnergy (q : ℕ → ℝ) (N : ℕ) : ℝ :=
  ∑ j ∈ Finset.range N, ∑ i ∈ Finset.range j, q i * q j / ((j : ℝ) - i)

/-- Coulomb energy per site of a chain of `N ≥ 1` sites. -/
def energyPerSite (q : ℕ → ℝ) (N : ℕ) : ℝ :=
  1 / (N : ℝ) * chainEnergy q N

/-- Potential at a site due to `n` consecutive neighbours on one side, with unit charges
of alternating sign, the nearest one negative. -/
def alternatingPotential (n : ℕ) : ℝ :=
  ∑ k ∈ Finset.range n, (-1 : ℝ) ^ (k + 1) / ((k : ℝ) + 1)

/-- The interaction of site `j` with all sites to its left can be summed in order of
increasing distance `k + 1`. -/
theorem sum_by_distance (q : ℕ → ℝ) (j : ℕ) :
    ∑ i ∈ Finset.range j, q i * q j / ((j : ℝ) - i) =
      ∑ k ∈ Finset.range j, q (j - 1 - k) * q j / ((k : ℝ) + 1) := by
  refine (Finset.sum_range_reflect (fun i => q i * q j / ((j : ℝ) - i)) j).symm.trans
    (Finset.sum_congr rfl ?_)
  intro k hk
  have hk' := Finset.mem_range.mp hk
  obtain ⟨m, rfl⟩ : ∃ m, j = k + 1 + m := ⟨j - (k + 1), by omega⟩
  have h : k + 1 + m - 1 - k = m := by omega
  simp only [h]
  congr 1
  push_cast
  ring

/-- With the same charge `d` on every site, site `j` interacts with the sites to its left
with energy `d²` times the harmonic number `H_j`. -/
theorem interaction_uniform (d : ℝ) (j : ℕ) :
    ∑ i ∈ Finset.range j, d * d / ((j : ℝ) - i) = d ^ 2 * (harmonic j : ℝ) := by
  have h : ∑ k ∈ Finset.range j, d * d / ((k : ℝ) + 1) = d ^ 2 * (harmonic j : ℝ) := by
    induction j with
    | zero => simp
    | succ n ih =>
      rw [Finset.sum_range_succ, ih, harmonic_succ]
      push_cast
      ring
  exact (sum_by_distance (fun _ => d) j).trans h

/-- The Coulomb energy of `N` equal charge errors `d` is exactly `N d² (H_N - 1)`. -/
theorem chainEnergy_uniform (d : ℝ) (N : ℕ) :
    chainEnergy (fun _ => d) N = d ^ 2 * (N * ((harmonic N : ℝ) - 1)) := by
  induction N with
  | zero => simp [chainEnergy]
  | succ N ih =>
    -- adding a site adds its interaction with all the previous ones
    have step : chainEnergy (fun _ => d) (N + 1) =
        chainEnergy (fun _ => d) N + ∑ i ∈ Finset.range N, d * d / ((N : ℝ) - i) :=
      Finset.sum_range_succ _ _
    have hc : ((N : ℝ) + 1) * ((N : ℝ) + 1)⁻¹ = 1 := mul_inv_cancel₀ (by positivity)
    rw [step, ih, interaction_uniform, harmonic_succ]
    push_cast
    linear_combination (-d ^ 2) * hc

/-- At every chain length the Coulomb energy of equal charge errors `d` lies between
`N d² (ln (N + 1) - 1)` and `N d² ln N`. -/
theorem chainEnergy_uniform_bounds (d : ℝ) (N : ℕ) :
    N * (d ^ 2 * (Real.log ((N : ℝ) + 1) - 1)) ≤ chainEnergy (fun _ => d) N ∧
      chainEnergy (fun _ => d) N ≤ N * (d ^ 2 * Real.log N) := by
  have h1 := log_add_one_le_harmonic N
  have h2 := harmonic_le_one_add_log N
  push_cast at h1
  have hN : 0 ≤ (N : ℝ) * d ^ 2 := by positivity
  rw [chainEnergy_uniform]
  constructor
  · nlinarith [mul_le_mul_of_nonneg_left h1 hN]
  · nlinarith [mul_le_mul_of_nonneg_left h2 hN]

/-- For equal charge errors `d`, the energy per site minus `d² ln N` tends to
`d² (γ - 1)` as the chain grows, with `γ` the Euler-Mascheroni constant. -/
theorem energyPerSite_sub_log_tendsto (d : ℝ) :
    Tendsto (fun N : ℕ => energyPerSite (fun _ => d) N - d ^ 2 * Real.log N) atTop
      (𝓝 (d ^ 2 * (Real.eulerMascheroniConstant - 1))) := by
  refine ((Real.tendsto_harmonic_sub_log.sub_const 1).const_mul (d ^ 2)).congr' ?_
  filter_upwards [eventually_ge_atTop 1] with N hN
  show d ^ 2 * ((harmonic N : ℝ) - Real.log N - 1) =
    1 / (N : ℝ) * chainEnergy (fun _ => d) N - d ^ 2 * Real.log N
  have h0 : (N : ℝ) ≠ 0 := Nat.cast_ne_zero.mpr (by omega)
  have hinv : 1 / (N : ℝ) * N = 1 := one_div_mul_cancel h0
  rw [chainEnergy_uniform]
  linear_combination (-(d ^ 2 * ((harmonic N : ℝ) - 1))) * hinv

/-- If local fitting leaves the same charge error `d` on every site of a unit-spaced chain,
the spurious Coulomb energy per site divided by `ln N` tends to `d²`. -/
theorem energyPerSite_div_log_tendsto (d : ℝ) :
    Tendsto (fun N : ℕ => energyPerSite (fun _ => d) N / Real.log N) atTop
      (𝓝 (d ^ 2)) := by
  have hlog : Tendsto (fun N : ℕ => Real.log (N : ℝ)) atTop atTop :=
    Real.tendsto_log_atTop.comp tendsto_natCast_atTop_atTop
  -- the remainder is bounded, so it vanishes on division by the logarithm
  have h := ((energyPerSite_sub_log_tendsto d).div_atTop hlog).add_const (d ^ 2)
  rw [zero_add] at h
  refine h.congr' ?_
  filter_upwards [eventually_gt_atTop 1] with N hN
  show (energyPerSite (fun _ => d) N - d ^ 2 * Real.log N) / Real.log N + d ^ 2 =
    energyPerSite (fun _ => d) N / Real.log N
  have h0 : Real.log (N : ℝ) ≠ 0 := (Real.log_pos (by exact_mod_cast hN)).ne'
  rw [sub_div, mul_div_cancel_right₀ _ h0, sub_add_cancel]

/-- For a nonzero charge error `d`, the same on every site, the spurious Coulomb energy
per site grows without bound with the chain length. -/
theorem energyPerSite_diverges (d : ℝ) (hd : d ≠ 0) :
    Tendsto (fun N : ℕ => energyPerSite (fun _ => d) N) atTop atTop := by
  have hlog : Tendsto (fun N : ℕ => Real.log (N : ℝ)) atTop atTop :=
    Real.tendsto_log_atTop.comp tendsto_natCast_atTop_atTop
  have hd2 : 0 < d ^ 2 := by positivity
  have h := (energyPerSite_sub_log_tendsto d).add_atTop (hlog.const_mul_atTop hd2)
  exact h.congr (fun N => sub_add_cancel _ _)

/-- The potential of a one-sided row of alternating unit charges, the nearest one negative,
lies between `-1` and `0` for every length of the row. -/
theorem alternatingPotential_bounds (n : ℕ) :
    -1 ≤ alternatingPotential n ∧ alternatingPotential n ≤ 0 := by
  -- two consecutive partial sums enclose the next one
  have key : ∀ n, (-1 ≤ alternatingPotential n ∧ alternatingPotential n ≤ 0) ∧
      (-1 ≤ alternatingPotential (n + 1) ∧ alternatingPotential (n + 1) ≤ 0) := by
    intro n
    induction n with
    | zero => norm_num [alternatingPotential, Finset.sum_range_succ]
    | succ n ih =>
      obtain ⟨⟨a, b⟩, c, e⟩ := ih
      refine ⟨⟨c, e⟩, ?_⟩
      have h1 : alternatingPotential (n + 1) =
          alternatingPotential n - (-1) ^ n * (1 / ((n : ℝ) + 1)) := by
        unfold alternatingPotential
        rw [Finset.sum_range_succ]
        ring
      have h2 : alternatingPotential (n + 1 + 1) =
          alternatingPotential (n + 1) + (-1) ^ n * (1 / ((n : ℝ) + 2)) := by
        unfold alternatingPotential
        rw [Finset.sum_range_succ _ (n + 1)]
        push_cast
        ring
      have h3 : 1 / ((n : ℝ) + 2) ≤ 1 / ((n : ℝ) + 1) :=
        one_div_le_one_div_of_le (by positivity) (by linarith)
      have h4 : 0 ≤ 1 / ((n : ℝ) + 2) := by positivity
      rcases neg_one_pow_eq_or ℝ n with hs | hs <;> rw [hs] at h1 h2 <;>
        constructor <;> linarith
  exact (key n).1

/-- If the charge errors alternate as `d, -d, d, ...`, the Coulomb energy of `N` sites is
at most `N d²` in magnitude. -/
theorem chainEnergy_alternating_bound (d : ℝ) (N : ℕ) :
    |chainEnergy (fun i => (-1) ^ i * d) N| ≤ N * d ^ 2 := by
  have inner_eq : ∀ j : ℕ,
      ∑ i ∈ Finset.range j, ((-1) ^ i * d) * ((-1) ^ j * d) / ((j : ℝ) - i) =
        d ^ 2 * alternatingPotential j := by
    intro j
    refine (sum_by_distance (fun i => (-1) ^ i * d) j).trans ?_
    unfold alternatingPotential
    rw [Finset.mul_sum]
    refine Finset.sum_congr rfl ?_
    intro k hk
    have hk' := Finset.mem_range.mp hk
    obtain ⟨m, rfl⟩ : ∃ m, j = k + 1 + m := ⟨j - (k + 1), by omega⟩
    have h : k + 1 + m - 1 - k = m := by omega
    simp only [h]
    rw [pow_add (-1 : ℝ) (k + 1) m]
    rcases neg_one_pow_eq_or ℝ m with hm | hm <;> rw [hm] <;> ring
  unfold chainEnergy
  refine (Finset.abs_sum_le_sum_abs _ _).trans ?_
  -- each site contributes at most d² in magnitude
  have hsum : ∑ _j ∈ Finset.range N, d ^ 2 = N * d ^ 2 := by simp
  rw [← hsum]
  refine Finset.sum_le_sum ?_
  intro j _
  rw [inner_eq j]
  obtain ⟨h1, h2⟩ := alternatingPotential_bounds j
  rw [abs_le]
  constructor <;> nlinarith [sq_nonneg d]

end

end LocalFittingChain
```

```lean
#print axioms LocalFittingChain.chainEnergy_uniform_bounds
-- 'LocalFittingChain.chainEnergy_uniform_bounds' depends on axioms: [propext, Classical.choice, Quot.sound]
#print axioms LocalFittingChain.energyPerSite_div_log_tendsto
-- 'LocalFittingChain.energyPerSite_div_log_tendsto' depends on axioms: [propext, Classical.choice, Quot.sound]
#print axioms LocalFittingChain.energyPerSite_diverges
-- 'LocalFittingChain.energyPerSite_diverges' depends on axioms: [propext, Classical.choice, Quot.sound]
#print axioms LocalFittingChain.chainEnergy_alternating_bound
-- 'LocalFittingChain.chainEnergy_alternating_bound' depends on axioms: [propext, Classical.choice, Quot.sound]
```

## From the harmonic sum to the limits

`sum_by_distance` reverses the inner sum, for any charges. `interaction_uniform` then identifies $d^2H_j$, and `chainEnergy_uniform` carries out the induction above; its `hc` is the cancellation $(N+1)(N+1)^{-1}=1$. Mathlib's logarithmic bounds on $H_N$ give `chainEnergy_uniform_bounds`, which for $N\ge1$ reads $d^2(\ln(N+1)-1)\le e_N\le d^2\ln N$.

`energyPerSite_sub_log_tendsto` takes the limit $\gamma$ from Mathlib and rewrites the sequence for $N\ge1$. The main theorem divides that convergent remainder by $\ln N$ with `div_atTop` and adds $d^2$, using $N>1$ so that $\ln N\neq0$. The divergence follows by `add_atTop`: a convergent sequence plus one that tends to infinity.

For alternating errors, `key` carries the bounds on two consecutive sums through the induction, and `rcases` treats the two signs of $(-1)^n$. `chainEnergy_alternating_bound` applies the triangle inequality and bounds each site's term by $d^2$.

For local fitting in extended systems, this point-charge chain shows that the same net charge error on every site, however small, leaves the energy per site without a finite limit. The growth is only logarithmic, so a very small error may still be harmless at the chain lengths of a given calculation.
